# A lower bound on the pair energy for cosine potentials with non-negative coefficients

Let N particles interact through a pair potential that is a finite sum of cosines, with a non-negative coefficient at every nonzero wavevector. If the wavevectors fit a periodic box, the uniform mean-field energy is taken to be the number of pairs times the box average of the potential. No arrangement of the particles has an interaction energy below this value by more than N/2 times the difference between the potential at zero separation and its box average.

For a Bose gas with such a finite-mode potential, the interaction acts on wavefunctions as multiplication by the pair energy, so a bound valid for every configuration also bounds its expectation in every normalised state. The Lean file treats the configurations; this averaging over a wavefunction is left to the reader.

## Potential, energies and density modes

Positions x_i and wavevectors k are real d-tuples, of type `Fin d → ℝ`, and the particle indices i, j run from 0 to N − 1.

```lean
import Mathlib

open MeasureTheory Matrix

namespace BosePairBound

noncomputable section

variable {d N : ℕ}
```

The potential has a finite set S of distinct wavevectors and real coefficients c_k:

v(x) = Σ_{k∈S} c_k cos(k·x)

In Lean `c` is a function on all wavevectors, but only its values on `S` enter. Such a potential is bounded, so hard cores and the Coulomb singularity lie beyond the model.

```lean
/-- The pair potential `v(x) = ∑ c_k cos(k · x)` with wavevectors `k` in the finite set `S`. -/
def potential (S : Finset (Fin d → ℝ)) (c : (Fin d → ℝ) → ℝ) (x : Fin d → ℝ) : ℝ :=
  ∑ k ∈ S, c k * Real.cos (k ⬝ᵥ x)
```

The pair energy E(x) counts each pair once, through the condition i < j. There is no kinetic energy.

```lean
/-- The interaction energy of `N` particles at positions `x i`, each pair counted once. -/
def pairEnergy (S : Finset (Fin d → ℝ)) (c : (Fin d → ℝ) → ℝ) (x : Fin N → Fin d → ℝ) : ℝ :=
  ∑ i, ∑ j with i < j, potential S c (x i - x j)
```

The density mode is ρ_k = Σ_j exp(i k·x_j), where the i in the exponent is the imaginary unit. It is not divided by N or √N.

```lean
/-- The density mode `ρ_k = ∑ exp(i k · x_j)` of a configuration. -/
def densityMode (k : Fin d → ℝ) (x : Fin N → Fin d → ℝ) : ℂ :=
  ∑ j, Complex.exp (((k ⬝ᵥ x j : ℝ) : ℂ) * Complex.I)
```

The box is the cube of side L, with Lebesgue measure.

```lean
/-- Lebesgue measure on the cubic box of side `L`. -/
abbrev boxMeasure (d : ℕ) (L : ℝ) : Measure (Fin d → ℝ) :=
  Measure.pi fun _ => volume.restrict (Set.Ioc 0 L)
```

The uniform mean-field energy E_mf is the number of pairs times the box average of v. If v has period L in every coordinate, this is the interaction energy of a condensate in which every boson occupies the constant orbital of the box.

```lean
/-- The uniform mean-field energy: the number of pairs times the average of the potential
over a box of side `L > 0`. -/
def meanFieldEnergy (N : ℕ) (L : ℝ) (S : Finset (Fin d → ℝ)) (c : (Fin d → ℝ) → ℝ) : ℝ :=
  N * (N - 1) / 2 * ((∫ y, potential S c y ∂boxMeasure d L) / L ^ d)
```

## (a) Squared modulus of a density mode

**Task.** Write the squared modulus of a density mode as a sum over ordered pairs:

|ρ_k|² = Σ_i Σ_j cos(k·(x_i − x_j))

**Solution.** The real part of ρ_k is Σ_j cos(k·x_j) and the imaginary part is Σ_j sin(k·x_j). Squaring and adding gives

|ρ_k|² = Σ_i Σ_j [cos(k·x_i) cos(k·x_j) + sin(k·x_i) sin(k·x_j)],

and the bracket is the cosine of the difference. In the code, `hre` and `him` are the two parts, and `Real.cos_sub` is the last step.

```lean
/-- The squared modulus of a density mode is the sum of `cos(k · (x_i - x_j))` over all
ordered pairs, including `i = j`. -/
theorem norm_sq_densityMode (k : Fin d → ℝ) (x : Fin N → Fin d → ℝ) :
    ‖densityMode k x‖ ^ 2 = ∑ i, ∑ j, Real.cos (k ⬝ᵥ (x i - x j)) := by
  have hre : (densityMode k x).re = ∑ j, Real.cos (k ⬝ᵥ x j) := by
    simp only [densityMode, Complex.re_sum, Complex.exp_ofReal_mul_I_re]
  have him : (densityMode k x).im = ∑ j, Real.sin (k ⬝ᵥ x j) := by
    simp only [densityMode, Complex.im_sum, Complex.exp_ofReal_mul_I_im]
  rw [Complex.sq_norm, Complex.normSq_apply, hre, him, Finset.sum_mul_sum,
    Finset.sum_mul_sum, ← Finset.sum_add_distrib]
  refine Finset.sum_congr rfl fun i _ => ?_
  rw [← Finset.sum_add_distrib]
  refine Finset.sum_congr rfl fun j _ => ?_
  rw [dotProduct_sub, Real.cos_sub]
```

## (b) Pair energy from density modes

**Task.** Express the pair energy through the density modes:

E(x) = ½ [Σ_{k∈S} c_k |ρ_k|² − N v(0)]

**Solution.** Multiply (a) by c_k and sum over k:

Σ_{k∈S} c_k |ρ_k|² = Σ_i Σ_j v(x_i − x_j)

The terms with i < j sum to E(x). Those with j < i give E(x) again, because v is even. The N diagonal terms give N v(0). Hence the right-hand side is 2E(x) + N v(0), and solving for E(x) gives the claim.

The case N = 1 shows the role of the diagonal: the pair energy is zero, while the double sum is v(0).

In Lean, `hsum` exchanges the sums, `heven` is the symmetry of v, and `hsplit` writes the three groups of terms with `if` conditions. `hp`, `hswap` and `hd` then evaluate them.

```lean
/-- The pair energy is half the weighted sum of the squared density modes, less the
self-energy `N v(0) / 2`. -/
theorem pairEnergy_eq (S : Finset (Fin d → ℝ)) (c : (Fin d → ℝ) → ℝ)
    (x : Fin N → Fin d → ℝ) :
    pairEnergy S c x =
      (∑ k ∈ S, c k * ‖densityMode k x‖ ^ 2 - N * potential S c 0) / 2 := by
  have hsum : ∑ k ∈ S, c k * ‖densityMode k x‖ ^ 2
      = ∑ i, ∑ j, potential S c (x i - x j) := by
    simp only [norm_sq_densityMode, potential, Finset.mul_sum]
    rw [Finset.sum_comm]
    exact Finset.sum_congr rfl fun i _ => Finset.sum_comm
  have heven : ∀ a b, potential S c (a - b) = potential S c (b - a) := by
    intro a b
    unfold potential
    refine Finset.sum_congr rfl fun k _ => ?_
    rw [← neg_sub b a, dotProduct_neg, Real.cos_neg]
  -- split the double sum into i < j, j < i and the diagonal
  have hsplit : ∑ i, ∑ j, potential S c (x i - x j)
      = ∑ i, ∑ j, ((if i < j then potential S c (x i - x j) else 0)
        + (if j < i then potential S c (x j - x i) else 0)
        + (if i = j then potential S c 0 else 0)) := by
    refine Finset.sum_congr rfl fun i _ => Finset.sum_congr rfl fun j _ => ?_
    rcases lt_trichotomy i j with h | h | h
    · simp [h, h.not_gt, h.ne]
    · subst h
      simp
    · rw [heven (x i) (x j)]
      simp [h, h.not_gt, h.ne']
  have hp : ∑ i, ∑ j, (if i < j then potential S c (x i - x j) else 0)
      = pairEnergy S c x := by
    simp only [pairEnergy, Finset.sum_filter]
  have hswap : ∑ i, ∑ j, (if j < i then potential S c (x j - x i) else 0)
      = pairEnergy S c x := by
    rw [Finset.sum_comm, hp]
  have hd : ∑ i : Fin N, ∑ j : Fin N, (if i = j then potential S c 0 else 0)
      = N * potential S c 0 := by simp
  simp only [Finset.sum_add_distrib] at hsplit
  rw [hp, hswap, hd] at hsplit
  linarith
```

## (c) Separating the zero wavevector

**Task.** For 0 ∈ S, isolate the k = 0 term:

E(x) = ½ [N² c_0 − N v(0)] + ½ Σ_{k∈S, k≠0} c_k |ρ_k|²

**Solution.** At k = 0 every exponential equals 1, so ρ_0 = N and the corresponding term in (b) is c_0 N². The remaining terms form the last sum. Lean writes the remaining set as `S.erase 0`.

```lean
/-- If `0 ∈ S`, the pair energy is `(N² c_0 - N v(0)) / 2` plus half the weighted sum of the
squared density modes at nonzero wavevectors. -/
theorem pairEnergy_eq_bound_add (S : Finset (Fin d → ℝ)) (c : (Fin d → ℝ) → ℝ)
    (x : Fin N → Fin d → ℝ) (h0 : 0 ∈ S) :
    pairEnergy S c x = (N ^ 2 * c 0 - N * potential S c 0) / 2
      + (∑ k ∈ S.erase 0, c k * ‖densityMode k x‖ ^ 2) / 2 := by
  have hz : ‖densityMode 0 x‖ ^ 2 = (N : ℝ) ^ 2 := by simp [densityMode]
  rw [pairEnergy_eq, ← Finset.add_sum_erase S _ h0, hz]
  ring
```

## (d) A bound for every configuration

**Task.** Let 0 ∈ S and c_k ≥ 0 for every nonzero k in S. Show that

E(x) ≥ ½ [N² c_0 − N v(0)]

**Solution.** Every term of the last sum in (c) is a non-negative coefficient times a square, so dropping the sum cannot raise the right-hand side. The sign of c_0 plays no role. `Finset.sum_nonneg` supplies the sign of the sum, and `linarith` finishes.

A negative coefficient at a nonzero wavevector can break the bound. Take v(x) = −cos x in one dimension, with c_0 = 0, and put two particles at the same point. Then E = −1, whereas the claimed lower bound is +1.

The hypothesis `0 ∈ S` also matters, since `c 0` is defined even when it does not enter v. With S empty and c_0 = 1, the energy is zero but the claimed bound is N²/2, which is positive for N ≥ 1.

```lean
/-- If `0 ∈ S` and `c_k ≥ 0` for all nonzero `k` in `S`, every configuration of `N` particles
has pair energy at least `(N² c_0 - N v(0)) / 2`. -/
theorem pairEnergy_ge (S : Finset (Fin d → ℝ)) (c : (Fin d → ℝ) → ℝ)
    (x : Fin N → Fin d → ℝ) (h0 : 0 ∈ S) (hc : ∀ k ∈ S, k ≠ 0 → 0 ≤ c k) :
    (N ^ 2 * c 0 - N * potential S c 0) / 2 ≤ pairEnergy S c x := by
  have h : 0 ≤ ∑ k ∈ S.erase 0, c k * ‖densityMode k x‖ ^ 2 :=
    Finset.sum_nonneg fun k hk =>
      mul_nonneg (hc k (Finset.mem_of_mem_erase hk) (Finset.ne_of_mem_erase hk)) (sq_nonneg _)
  rw [pairEnergy_eq_bound_add S c x h0]
  linarith
```

## (e) When the bound is attained

**Task.** Under the hypotheses of (d), show that

E(x) = ½ [N² c_0 − N v(0)] ⇔ ρ_k = 0 for all nonzero k ∈ S with c_k ≠ 0

**Solution.** By (c), equality means that Σ_{k≠0} c_k |ρ_k|² vanishes. A finite sum of non-negative terms is zero exactly when each term is zero, and c_k |ρ_k|² = 0 with c_k ≠ 0 means ρ_k = 0. In Lean this is `Finset.sum_eq_zero_iff_of_nonneg`, used once in each direction.

```lean
/-- If `0 ∈ S` and `c_k ≥ 0` for all nonzero `k` in `S`, the bound is attained exactly when
the density modes vanish at all nonzero `k` in `S` with `c_k ≠ 0`. -/
theorem pairEnergy_eq_bound_iff (S : Finset (Fin d → ℝ)) (c : (Fin d → ℝ) → ℝ)
    (x : Fin N → Fin d → ℝ) (h0 : 0 ∈ S) (hc : ∀ k ∈ S, k ≠ 0 → 0 ≤ c k) :
    pairEnergy S c x = (N ^ 2 * c 0 - N * potential S c 0) / 2 ↔
      ∀ k ∈ S, k ≠ 0 → c k ≠ 0 → densityMode k x = 0 := by
  have hz := Finset.sum_eq_zero_iff_of_nonneg (s := S.erase 0)
    (f := fun k => c k * ‖densityMode k x‖ ^ 2) fun k hk =>
      mul_nonneg (hc k (Finset.mem_of_mem_erase hk) (Finset.ne_of_mem_erase hk)) (sq_nonneg _)
  rw [pairEnergy_eq_bound_add S c x h0]
  constructor
  · intro h k hk hk0 hck
    have := hz.1 (by linarith) k (Finset.mem_erase.2 ⟨hk0, hk⟩)
    simpa [hck] using this
  · intro h
    have := hz.2 fun k hk => by
      by_cases hck : c k = 0
      · simp [hck]
      · simp [h k (Finset.mem_of_mem_erase hk) (Finset.ne_of_mem_erase hk) hck]
    linarith
```

## (f) Integrating a plane wave over the box

**Task.** Let L > 0 and k ≠ 0, with each component satisfying k_a L = 2π n_a for an integer n_a. Show that

∫_box cos(k·y) dy = 0

**Solution.** The exponential factorises over the directions b:

∫_box exp(i k·y) dy = Π_b ∫₀ᴸ exp(i k_b t) dt

Choose a direction a with k_a ≠ 0. Its factor is

[exp(i k_a L) − 1] / (i k_a) = [exp(2πi n_a) − 1] / (i k_a) = 0.

The product therefore vanishes, and so does its real part. `hone` is the vanishing factor, `hexp` the factorisation and `hF` the vanishing product. `hint` gives the integrability needed to take the real part inside the integral.

```lean
/-- A plane wave with nonzero wavevector that fits the periodic box of side `L > 0` has a
cosine that integrates to zero over the box. -/
theorem integral_cos_eq_zero {L : ℝ} (hL : 0 < L) (k : Fin d → ℝ) (hk0 : k ≠ 0)
    (hk : ∀ a, ∃ n : ℤ, k a * L = 2 * Real.pi * n) :
    ∫ y, Real.cos (k ⬝ᵥ y) ∂boxMeasure d L = 0 := by
  obtain ⟨a, ha⟩ := Function.ne_iff.1 hk0
  obtain ⟨n, hn⟩ := hk a
  -- the factor along a direction with k_a ≠ 0 vanishes
  have hone : ∫ t in Set.Ioc (0 : ℝ) L, Complex.exp ((k a : ℂ) * Complex.I * (t : ℂ)) = 0 := by
    have hc : (k a : ℂ) * Complex.I ≠ 0 :=
      mul_ne_zero (Complex.ofReal_ne_zero.2 ha) Complex.I_ne_zero
    have hph : (k a : ℂ) * Complex.I * (L : ℂ) = n * (2 * Real.pi * Complex.I) := by
      have h : (k a : ℂ) * L = 2 * Real.pi * n := by exact_mod_cast hn
      linear_combination Complex.I * h
    rw [← intervalIntegral.integral_of_le hL.le, integral_exp_mul_complex hc, hph,
      Complex.exp_int_mul_two_pi_mul_I]
    simp
  have hexp : ∀ y : Fin d → ℝ, Complex.exp (((k ⬝ᵥ y : ℝ) : ℂ) * Complex.I)
      = ∏ b, Complex.exp ((k b : ℂ) * Complex.I * (y b : ℂ)) := by
    intro y
    rw [← Complex.exp_sum]
    congr 1
    simp only [dotProduct, Complex.ofReal_sum, Complex.ofReal_mul, Finset.sum_mul]
    exact Finset.sum_congr rfl fun b _ => by ring
  have hF : ∫ y, Complex.exp (((k ⬝ᵥ y : ℝ) : ℂ) * Complex.I) ∂boxMeasure d L = 0 := by
    simp only [hexp]
    rw [integral_fintype_prod_eq_prod
      (f := fun b (t : ℝ) => Complex.exp ((k b : ℂ) * Complex.I * (t : ℂ)))]
    exact Finset.prod_eq_zero (Finset.mem_univ a) hone
  have hcont : Continuous fun y : Fin d → ℝ =>
      Complex.exp (((k ⬝ᵥ y : ℝ) : ℂ) * Complex.I) := by
    simp only [dotProduct]
    fun_prop
  have hint : Integrable (fun y : Fin d → ℝ =>
      Complex.exp (((k ⬝ᵥ y : ℝ) : ℂ) * Complex.I)) (boxMeasure d L) :=
    Integrable.of_bound hcont.aestronglyMeasurable 1
      (ae_of_all _ fun y => (Complex.norm_exp_ofReal_mul_I _).le)
  have h := Complex.reCLM.integral_comp_comm hint
  simp only [Complex.reCLM_apply, Complex.exp_ofReal_mul_I_re] at h
  rw [h, hF, Complex.zero_re]
```

## (g) The uniform mean-field energy

**Task.** Let L > 0 and 0 ∈ S, and let every k in S fit the box as in (f). Show that

E_mf = N(N − 1) c_0 / 2

**Solution.** Integrate v term by term. By (f) only k = 0 survives, and it contributes c_0 Lᵈ. Dividing by the volume Lᵈ gives the average c_0, which is multiplied by the N(N − 1)/2 pairs. These steps are `hvol` for the volume and `hav` for the integral of v.

```lean
/-- If `0 ∈ S` and all wavevectors in `S` fit the periodic box of side `L > 0`, the uniform
mean-field energy is `N (N - 1) c_0 / 2`. -/
theorem meanFieldEnergy_eq {L : ℝ} (hL : 0 < L) (S : Finset (Fin d → ℝ))
    (c : (Fin d → ℝ) → ℝ) (h0 : 0 ∈ S)
    (hS : ∀ k ∈ S, ∀ a, ∃ n : ℤ, k a * L = 2 * Real.pi * n) :
    meanFieldEnergy N L S c = N * (N - 1) * c 0 / 2 := by
  have hvol : ∫ _y, (1 : ℝ) ∂boxMeasure d L = L ^ d := by
    rw [integral_const, Measure.real, Measure.pi_univ]
    simp [hL.le]
  have hint : ∀ k ∈ S, Integrable (fun y => c k * Real.cos (k ⬝ᵥ y)) (boxMeasure d L) := by
    intro k _
    have hcont : Continuous fun y : Fin d → ℝ => Real.cos (k ⬝ᵥ y) := by
      simp only [dotProduct]
      fun_prop
    exact (Integrable.of_bound hcont.aestronglyMeasurable 1
      (ae_of_all _ fun y => Real.abs_cos_le_one _)).const_mul (c k)
  -- only the zero wavevector survives the average
  have hav : ∫ y, potential S c y ∂boxMeasure d L = c 0 * L ^ d := by
    simp only [potential]
    rw [MeasureTheory.integral_finsetSum _ hint, Finset.sum_eq_single_of_mem 0 h0 fun k hk hne => by
      rw [integral_const_mul, integral_cos_eq_zero hL k hne (hS k hk), mul_zero]]
    simp only [zero_dotProduct, Real.cos_zero]
    rw [integral_const_mul, hvol]
  rw [meanFieldEnergy, hav, mul_div_cancel_right₀ _ (pow_ne_zero d hL.ne')]
  ring
```

## (h) A bound relative to the mean-field energy

**Task.** Combine the hypotheses of (d) and (g) to show that

E_mf − E(x) ≤ N [v(0) − c_0] / 2

**Solution.** Insert (g) and the lower bound (d):

E_mf − E(x) ≤ ½ [N(N − 1) c_0 − N² c_0 + N v(0)] = N [v(0) − c_0] / 2

The terms in N² cancel. The difference v(0) − c_0 is the sum of the coefficients at nonzero wavevectors, so the right-hand side is non-negative. The positions themselves may lie anywhere in space.

```lean
/-- If `0 ∈ S`, `c_k ≥ 0` for nonzero `k` in `S`, and all wavevectors fit the periodic box of
side `L > 0`, then no configuration lies more than `N (v(0) - c_0) / 2` below the uniform
mean-field energy. -/
theorem meanField_sub_pairEnergy_le {L : ℝ} (hL : 0 < L) (S : Finset (Fin d → ℝ))
    (c : (Fin d → ℝ) → ℝ) (x : Fin N → Fin d → ℝ) (h0 : 0 ∈ S)
    (hc : ∀ k ∈ S, k ≠ 0 → 0 ≤ c k)
    (hS : ∀ k ∈ S, ∀ a, ∃ n : ℤ, k a * L = 2 * Real.pi * n) :
    meanFieldEnergy N L S c - pairEnergy S c x ≤ N * (potential S c 0 - c 0) / 2 := by
  rw [meanFieldEnergy_eq hL S c h0 hS]
  linarith [pairEnergy_ge S c x h0 hc]
```

## (i) Equally spaced points

**Task.** In one dimension take v(x) = c_0 + c_1 cos x and N ≥ 2 points x_j = 2πj/N. Show that

E(x) = ½ [N² c_0 − N(c_0 + c_1)]

**Solution.** The only nonzero wavevector is 1, and its density mode is a geometric sum:

ρ_1 = Σ_{j=0}^{N−1} exp(2πi j/N) = [exp(2πi) − 1] / [exp(2πi/N) − 1] = 0

The denominator is nonzero because N ≥ 2. The last sum in (c) vanishes, and v(0) = c_0 + c_1. No sign of c_1 is needed for this equality; for c_1 ≥ 0, part (d) shows that the arrangement has the lowest possible pair energy.

For N = 1 the energy is zero while the right-hand side is −c_1/2, so the equality fails whenever c_1 ≠ 0.

In the code, `{0, 1}` is the set S, and its `1` is the one-component wavevector with entry 1. `hρ` obtains the vanishing sum from Mathlib's result on primitive roots of unity.

```lean
/-- In one dimension with `v(x) = c_0 + c_1 cos x`, `N ≥ 2` points equally spaced by `2π / N`
have pair energy exactly `(N² c_0 - N v(0)) / 2`. -/
theorem equally_spaced_attains_bound (hN : 2 ≤ N) (c : (Fin 1 → ℝ) → ℝ) :
    pairEnergy {0, 1} c (fun (j : Fin N) (_ : Fin 1) => 2 * Real.pi * (j : ℝ) / N)
      = (N ^ 2 * c 0 - N * potential {0, 1} c 0) / 2 := by
  -- the density mode is a full sum of N-th roots of unity
  have hρ : densityMode 1 (fun (j : Fin N) (_ : Fin 1) => 2 * Real.pi * (j : ℝ) / N) = 0 := by
    have hroot := (Complex.isPrimitiveRoot_exp N (by omega)).geom_sum_eq_zero (by omega)
    rw [← Fin.sum_univ_eq_sum_range] at hroot
    rw [densityMode, ← hroot]
    refine Finset.sum_congr rfl fun j _ => ?_
    rw [← Complex.exp_nat_mul]
    congr 1
    simp only [dotProduct, Finset.univ_unique, Finset.sum_singleton, Pi.one_apply, one_mul]
    push_cast
    ring
  rw [pairEnergy_eq_bound_add _ _ _ (by simp), Finset.sum_eq_zero]
  · ring
  · intro k hk
    rw [Finset.mem_erase, Finset.mem_insert, Finset.mem_singleton] at hk
    rw [hk.2.resolve_left hk.1, hρ]
    simp

end

end BosePairBound
```

```lean
#print axioms BosePairBound.pairEnergy_eq_bound_add
#print axioms BosePairBound.pairEnergy_eq_bound_iff
#print axioms BosePairBound.meanField_sub_pairEnergy_le
#print axioms BosePairBound.equally_spaced_attains_bound
```

```
'BosePairBound.pairEnergy_eq_bound_add' depends on axioms: [propext, Classical.choice, Quot.sound]
'BosePairBound.pairEnergy_eq_bound_iff' depends on axioms: [propext, Classical.choice, Quot.sound]
'BosePairBound.meanField_sub_pairEnergy_le' depends on axioms: [propext, Classical.choice, Quot.sound]
'BosePairBound.equally_spaced_attains_bound' depends on axioms: [propext, Classical.choice, Quot.sound]
```
